# A perturbation that is nonzero at a double transmission node lifts or splits it, depending on its sign

Take the amplitude numerator $E^2 + s$, where $E$ is the energy and $s$ a real perturbation strength. At $s=0$ it has a double zero at $E=0$. For $s>0$ it has no real zero, and for $s<0$ it has two, $E=\pm\sqrt{-s}$. The parabola is pushed off the axis or through it.

## From the parabola to a general double zero

Let $p,q$ be real polynomials with $p(a)=p'(a)=0$, $p''(a)>0$ and $q(a)>0$. In every sufficiently small window $|E-a|<\delta$, $p+sq$ has no zero for any $s>0$, and for all small $s<0$ it has exactly two, one on each side of $a$. The other signs of $p''(a)\ne0$ and $q(a)\ne0$ reduce to this case: changing the sign of both $p$ and $q$, or of both $q$ and $s$, leaves the zeros unchanged.

Since $p(a)=0$, $p=(E-a)u$ for a polynomial $u$. Then $p'(a)=u(a)=0$, so $u=(E-a)r$ and
$$p=(E-a)^2r,\qquad p''(a)=2r(a).$$

Where $q\neq0$, a node is a solution of $f(E)=-s$, with $f=p/q$. Substituting $p'=2(E-a)r+(E-a)^2r'$ into the quotient rule gives
$$f'=\frac{p'q-pq'}{q^2}=\frac{(E-a)M}{q^2},\qquad M=2rq+(E-a)(r'q-rq').$$

Here $M(a)=2r(a)q(a)>0$. By continuity $q$ and $M$ are positive for $|E-a|\le\delta_0$, for some $\delta_0>0$. There $f$ falls strictly to the left of $a$, rises strictly to the right, and vanishes at $a$.

If $s>0$, then $f\ge0>-s$, so there is no node. For $s<0$, fix $\delta\le\delta_0$ and let $s_0=\min(f(a-\delta),f(a+\delta))>0$. If $0<-s<s_0$, the intermediate value theorem gives one solution on each side, and strict monotonicity excludes any other.

The size of the splitting follows from the node equation $(E-a)^2r(E)=-s\,q(E)$:
$$(E-a)^2=-s\,\frac{q(E)}{r(E)}\approx-\frac{2s\,q(a)}{p''(a)}.$$
The error is at most $\varepsilon|s|$ once $E$ is close enough to $a$ that $q/r$ differs from its value at $a$ by less than $\varepsilon$. For $E^2+s$ the law is exact.

## Nodes and transmission in Lean

```lean
import Mathlib

open Polynomial

namespace DoubleTransmissionNode

noncomputable section
```

The set `nodes` collects the distinct real zeros in an open window, without multiplicity.

```lean
/-- The energies within `δ` of `a` at which the perturbed amplitude numerator `p + s q`
vanishes. -/
def nodes (p q : Polynomial ℝ) (a δ s : ℝ) : Set ℝ :=
  {E | |E - a| < δ ∧ p.eval E + s * q.eval E = 0}
```

The function $f$ becomes `nodeRatio`.

```lean
/-- The ratio `p(E) / q(E)` of numerator to perturbation, for energies with `q(E) ≠ 0`. -/
def nodeRatio (p q : Polynomial ℝ) (E : ℝ) : ℝ := p.eval E / q.eval E
```

The transmission has a real polynomial numerator, linear in $s$, and a complex denominator $D(s,E)$. Such a numerator arises for a non-interacting system with a real symmetric Hamiltonian, two leads attached to two different single sites, and one on-site energy varied. Constant coupling factors can be absorbed into $D$.

```lean
/-- The transmission `|(p(E) + s q(E)) / D(s, E)|²`, for a denominator with `D(s, E) ≠ 0`. -/
def transmission (p q : Polynomial ℝ) (D : ℝ → ℝ → ℂ) (s E : ℝ) : ℝ :=
  ‖((p.eval E + s * q.eval E : ℝ) : ℂ) / D s E‖ ^ 2
```

## The valley around the double node

The factorisation uses the factor theorem twice, through `dvd_iff_isRoot`.

```lean
/-- A numerator that vanishes at `a` together with its slope is `(E - a)² r(E)`, and its
curvature at `a` is `2 r(a)`. -/
theorem double_node_factor {p : Polynomial ℝ} {a : ℝ} (hp : p.eval a = 0)
    (hp' : p.derivative.eval a = 0) :
    ∃ r : Polynomial ℝ, p = (X - C a) ^ 2 * r ∧
      p.derivative.derivative.eval a = 2 * r.eval a := by
  obtain ⟨u, hu⟩ := dvd_iff_isRoot.mpr (show IsRoot p a from hp)
  have hua : u.eval a = 0 := by
    rw [hu] at hp'
    simpa [derivative_mul] using hp'
  obtain ⟨r, hr⟩ := dvd_iff_isRoot.mpr (show IsRoot u a from hua)
  refine ⟨r, by rw [hu, hr]; ring, ?_⟩
  rw [hu, hr]
  simp only [derivative_mul, derivative_sub, derivative_X, derivative_C, derivative_add,
    derivative_one, derivative_zero, eval_add, eval_mul, eval_sub, eval_X, eval_C,
    eval_one, eval_zero]
  ring
```

The node condition is then rewritten as a level of the ratio.

```lean
/-- Where `q(E) ≠ 0`, the perturbed numerator has a zero at `E` exactly when the ratio
`p(E) / q(E)` equals `-s`. -/
theorem node_iff {p q : Polynomial ℝ} {s E : ℝ} (hq : q.eval E ≠ 0) :
    p.eval E + s * q.eval E = 0 ↔ nodeRatio p q E = -s := by
  unfold nodeRatio
  rw [div_eq_iff hq]
  constructor <;> intro h <;> linarith
```

In the next proof, `key` is the identity $p'q-pq'=(E-a)M$. The sign of the derivative gives strict monotonicity on the two closed half-windows, with `e / 2` as $\delta_0$.

```lean
/-- Near a double node `a` of `p` with `p''(a) > 0` and `q(a) > 0`, the perturbation `q` stays
positive, and `p / q` strictly rises to the right of `a` and strictly falls to the left. -/
theorem nodeRatio_valley {p q : Polynomial ℝ} {a : ℝ} (hp : p.eval a = 0)
    (hp' : p.derivative.eval a = 0) (hp'' : 0 < p.derivative.derivative.eval a)
    (hq : 0 < q.eval a) :
    ∃ δ₀ > 0, (∀ E, |E - a| ≤ δ₀ → 0 < q.eval E) ∧
      StrictMonoOn (nodeRatio p q) (Set.Icc a (a + δ₀)) ∧
      StrictAntiOn (nodeRatio p q) (Set.Icc (a - δ₀) a) := by
  obtain ⟨r, hr, h2⟩ := double_node_factor hp hp'
  have hra : 0 < r.eval a := by linarith
  -- the slope of p / q is (E - a) M(E) / q(E)², with M(a) > 0
  let M : ℝ → ℝ := fun x => 2 * r.eval x * q.eval x +
    (x - a) * (r.derivative.eval x * q.eval x - r.eval x * q.derivative.eval x)
  have hMc : Continuous M := by
    have h1 := r.continuous
    have h2 := q.continuous
    have h3 := r.derivative.continuous
    have h4 := q.derivative.continuous
    exact ((continuous_const.mul h1).mul h2).add
      ((continuous_id.sub continuous_const).mul ((h3.mul h2).sub (h1.mul h4)))
  have hMa : 0 < M a := by
    have h : M a = 2 * r.eval a * q.eval a := by simp [M]
    rw [h]
    positivity
  obtain ⟨e, he, h⟩ := Metric.eventually_nhds_iff.1
    ((q.continuous.continuousAt.eventually_const_lt hq).and
      (hMc.continuousAt.eventually_const_lt hMa))
  have hnear : ∀ x, |x - a| ≤ e / 2 → 0 < q.eval x ∧ 0 < M x := fun x hx =>
    h (show dist x a < e by rw [Real.dist_eq]; linarith)
  have hd : ∀ x, |x - a| ≤ e / 2 →
      HasDerivAt (nodeRatio p q) ((x - a) * M x / q.eval x ^ 2) x := by
    intro x hx
    have key : p.derivative.eval x * q.eval x - p.eval x * q.derivative.eval x
        = (x - a) * M x := by
      rw [hr]
      simp only [M, sq, derivative_mul, derivative_sub, derivative_X, derivative_C, eval_add,
        eval_mul, eval_sub, eval_X, eval_C, eval_one, eval_zero]
      ring
    rw [← key]
    exact (p.hasDerivAt x).fun_div (q.hasDerivAt x) (hnear x hx).1.ne'
  have hR : ∀ x ∈ Set.Icc a (a + e / 2), |x - a| ≤ e / 2 := fun x hx =>
    abs_le.2 ⟨by linarith [hx.1], by linarith [hx.2]⟩
  have hL : ∀ x ∈ Set.Icc (a - e / 2) a, |x - a| ≤ e / 2 := fun x hx =>
    abs_le.2 ⟨by linarith [hx.1], by linarith [hx.2]⟩
  refine ⟨e / 2, by linarith, fun x hx => (hnear x hx).1, ?_, ?_⟩
  · refine strictMonoOn_of_deriv_pos (convex_Icc _ _)
      (fun x hx => (hd x (hR x hx)).continuousAt.continuousWithinAt) fun x hx => ?_
    rw [interior_Icc] at hx
    have hx' := hR x ⟨hx.1.le, hx.2.le⟩
    rw [(hd x hx').deriv]
    exact div_pos (mul_pos (by linarith [hx.1]) (hnear x hx').2) (pow_pos (hnear x hx').1 2)
  · refine strictAntiOn_of_deriv_neg (convex_Icc _ _)
      (fun x hx => (hd x (hL x hx)).continuousAt.continuousWithinAt) fun x hx => ?_
    rw [interior_Icc] at hx
    have hx' := hL x ⟨hx.1.le, hx.2.le⟩
    rw [(hd x hx').deriv]
    exact div_neg_of_neg_of_pos (mul_neg_of_neg_of_pos (by linarith [hx.2]) (hnear x hx').2)
      (pow_pos (hnear x hx').1 2)
```

## Counting the nodes

The order of the quantifiers matters: $\delta_0$ is chosen first, the claim for $s>0$ has no upper limit on $s$, and $s_0$ may depend on $\delta$. Since `x < a` and `a < y`, the set `{x, y}` has exactly two elements. The two calls to the intermediate value theorem supply the nodes, and `injOn` shows that they are the only ones.

```lean
/-- Let `p` have a double node at `a` with `p''(a) > 0`, and let `q(a) > 0`. In every small
enough window around `a`, `p + s q` has no node for `s > 0`, and for all small `s < 0` it has
exactly two, one on each side of `a`. -/
theorem node_lifts_or_splits {p q : Polynomial ℝ} {a : ℝ} (hp : p.eval a = 0)
    (hp' : p.derivative.eval a = 0) (hp'' : 0 < p.derivative.derivative.eval a)
    (hq : 0 < q.eval a) :
    ∃ δ₀ > 0, ∀ δ, 0 < δ → δ ≤ δ₀ →
      (∀ s > 0, nodes p q a δ s = ∅) ∧
      ∃ s₀ > 0, ∀ s, -s₀ < s → s < 0 →
        ∃ x y, x < a ∧ a < y ∧ nodes p q a δ s = {x, y} := by
  obtain ⟨δ₀, h0, hqp, hmono, hanti⟩ := nodeRatio_valley hp hp' hp'' hq
  have fa : nodeRatio p q a = 0 := by simp [nodeRatio, hp]
  have hc : ContinuousOn (nodeRatio p q) (Set.Icc (a - δ₀) (a + δ₀)) :=
    p.continuous.continuousOn.div q.continuous.continuousOn fun x hx =>
      (hqp x (abs_le.2 ⟨by linarith [hx.1], by linarith [hx.2]⟩)).ne'
  have haR : a ∈ Set.Icc a (a + δ₀) := ⟨le_rfl, by linarith⟩
  have haL : a ∈ Set.Icc (a - δ₀) a := ⟨by linarith, le_rfl⟩
  refine ⟨δ₀, h0, fun δ hδ hle => ⟨fun s hs => ?_, ?_⟩⟩
  · -- the ratio is nowhere negative, so it cannot equal -s
    refine Set.eq_empty_iff_forall_notMem.mpr ?_
    rintro E ⟨hE, hz⟩
    have hf := (node_iff (hqp E (hE.le.trans hle)).ne').1 hz
    obtain ⟨h1, h2⟩ := abs_lt.1 hE
    rcases le_total a E with h | h
    · have := hmono.monotoneOn haR ⟨h, by linarith⟩ h
      linarith
    · have := hanti.antitoneOn ⟨by linarith, h⟩ haL h
      linarith
  · have hR : 0 < nodeRatio p q (a + δ) := by
      have := hmono haR ⟨by linarith, by linarith⟩ (show a < a + δ by linarith)
      linarith
    have hL : 0 < nodeRatio p q (a - δ) := by
      have := hanti ⟨by linarith, by linarith⟩ haL (show a - δ < a by linarith)
      linarith
    refine ⟨min (nodeRatio p q (a - δ)) (nodeRatio p q (a + δ)), lt_min hL hR,
      fun s hs1 hs2 => ?_⟩
    have m1 := min_le_left (nodeRatio p q (a - δ)) (nodeRatio p q (a + δ))
    have m2 := min_le_right (nodeRatio p q (a - δ)) (nodeRatio p q (a + δ))
    -- the ratio passes the value -s once on each side
    obtain ⟨x, hx, hfx⟩ := intermediate_value_Ioo' (show a - δ ≤ a by linarith)
      (hc.mono (Set.Icc_subset_Icc (by linarith) (by linarith)))
      (show -s ∈ Set.Ioo (nodeRatio p q a) (nodeRatio p q (a - δ)) from
        ⟨by linarith, by linarith⟩)
    obtain ⟨y, hy, hfy⟩ := intermediate_value_Ioo (show a ≤ a + δ by linarith)
      (hc.mono (Set.Icc_subset_Icc (by linarith) (by linarith)))
      (show -s ∈ Set.Ioo (nodeRatio p q a) (nodeRatio p q (a + δ)) from
        ⟨by linarith, by linarith⟩)
    obtain ⟨hx1, hx2⟩ := hx
    obtain ⟨hy1, hy2⟩ := hy
    have hxa : |x - a| < δ := abs_lt.2 ⟨by linarith, by linarith⟩
    have hya : |y - a| < δ := abs_lt.2 ⟨by linarith, by linarith⟩
    refine ⟨x, y, hx2, hy1, Set.Subset.antisymm ?_ ?_⟩
    · rintro E ⟨hE, hz⟩
      have hf := (node_iff (hqp E (hE.le.trans hle)).ne').1 hz
      obtain ⟨h1, h2⟩ := abs_lt.1 hE
      rcases le_total a E with h | h
      · exact Or.inr (hmono.injOn ⟨h, by linarith⟩ ⟨hy1.le, by linarith⟩
          (hf.trans hfy.symm))
      · exact Or.inl (hanti.injOn ⟨by linarith, h⟩ ⟨by linarith, hx2.le⟩
          (hf.trans hfx.symm))
    · rintro E (hE | hE)
      · rw [hE]
        exact ⟨hxa, (node_iff (hqp x (hxa.le.trans hle)).ne').2 hfx⟩
      · rw [hE]
        exact ⟨hya, (node_iff (hqp y (hya.le.trans hle)).ne').2 hfy⟩
```

The count carries over to the transmission because `hD` makes its zeros those of the numerator. Physically, `hD` says that the leads broaden every resonance, leaving no pole at a real energy. The theorem provides one suitable window. In this one-parameter model with $q(a)\ne0$, the sign of a small change therefore decides whether the double zero of the amplitude is lifted or splits into two.

```lean
/-- Let the denominator `D` never vanish, let `p` have a double node at `a` with `p''(a) > 0`, and
let `q(a) > 0`. Then the transmission near `a` is positive for `s > 0` and has exactly two zeros for
small `s < 0`. -/
theorem transmission_lifts_or_splits {p q : Polynomial ℝ} {a : ℝ} {D : ℝ → ℝ → ℂ}
    (hD : ∀ s E, D s E ≠ 0) (hp : p.eval a = 0) (hp' : p.derivative.eval a = 0)
    (hp'' : 0 < p.derivative.derivative.eval a) (hq : 0 < q.eval a) :
    ∃ δ > 0, (∀ s > 0, ∀ E, |E - a| < δ → 0 < transmission p q D s E) ∧
      ∃ s₀ > 0, ∀ s, -s₀ < s → s < 0 → ∃ x y, x < a ∧ a < y ∧
        {E | |E - a| < δ ∧ transmission p q D s E = 0} = {x, y} := by
  have hT : ∀ s E, transmission p q D s E = 0 ↔ p.eval E + s * q.eval E = 0 := by
    intro s E
    unfold transmission
    rw [pow_eq_zero_iff two_ne_zero, norm_eq_zero, div_eq_zero_iff, or_iff_left (hD s E),
      Complex.ofReal_eq_zero]
  obtain ⟨δ, hδ, h⟩ := node_lifts_or_splits hp hp' hp'' hq
  obtain ⟨hpos, s₀, hs₀, hneg⟩ := h δ hδ le_rfl
  refine ⟨δ, hδ, fun s hs E hE => ?_, s₀, hs₀, fun s h1 h2 => ?_⟩
  · refine lt_of_le_of_ne (sq_nonneg _) fun h0 => ?_
    have hmem : E ∈ nodes p q a δ s := ⟨hE, (hT s E).1 h0.symm⟩
    rw [hpos s hs] at hmem
    exact hmem
  · obtain ⟨x, y, hx, hy, hn⟩ := hneg s h1 h2
    refine ⟨x, y, hx, hy, ?_⟩
    rw [← hn]
    ext E
    exact and_congr_right fun _ => hT s E
```

## The square-root law and a perturbation that vanishes at the node

The splitting law needs only $p''(a)\ne0$ and puts no sign condition on $q(a)$. It constrains whatever nodes lie in the window; their existence comes from the counting theorem. The step `e1` solves the node equation for $(E-a)^2$, and continuity of $q/r$ bounds the remainder.

```lean
/-- Square-root splitting: if `p` has a double node at `a` with `p''(a) ≠ 0`, every node `E` of
`p + s q` close enough to `a` obeys `(E - a)² = -2 s q(a) / p''(a)` up to an error `ε |s|`. -/
theorem splitting_law {p q : Polynomial ℝ} {a : ℝ} (hp : p.eval a = 0)
    (hp' : p.derivative.eval a = 0) (hp'' : p.derivative.derivative.eval a ≠ 0)
    {ε : ℝ} (hε : 0 < ε) :
    ∃ δ > 0, ∀ s, ∀ E ∈ nodes p q a δ s,
      |(E - a) ^ 2 + 2 * s * q.eval a / p.derivative.derivative.eval a| ≤ ε * |s| := by
  obtain ⟨r, hr, h2⟩ := double_node_factor hp hp'
  have hra : r.eval a ≠ 0 := fun h => hp'' (by rw [h2, h, mul_zero])
  have hc : ContinuousAt (fun x => q.eval x / r.eval x) a :=
    q.continuous.continuousAt.div r.continuous.continuousAt hra
  obtain ⟨δ, hδ, h⟩ := Metric.eventually_nhds_iff.1
    ((Metric.tendsto_nhds.1 hc ε hε).and (r.continuous.continuousAt.eventually_ne hra))
  refine ⟨δ, hδ, ?_⟩
  rintro s E ⟨hE, hz⟩
  obtain ⟨hd, hrE⟩ := h (show dist E a < δ by rwa [Real.dist_eq])
  rw [Real.dist_eq] at hd
  have hpE : p.eval E = (E - a) ^ 2 * r.eval E := by rw [hr]; simp
  rw [hpE] at hz
  -- the node condition solved for the squared displacement
  have e1 : (E - a) ^ 2 = -s * (q.eval E / r.eval E) := by
    rw [← mul_div_assoc, eq_div_iff hrE]
    linear_combination hz
  have e2 : 2 * s * q.eval a / (2 * r.eval a) = s * (q.eval a / r.eval a) := by
    rw [mul_assoc, mul_div_mul_left _ _ two_ne_zero, mul_div_assoc]
  have key : (E - a) ^ 2 + 2 * s * q.eval a / p.derivative.derivative.eval a
      = -s * (q.eval E / r.eval E - q.eval a / r.eval a) := by
    rw [h2, e2, e1]
    ring
  rw [key, abs_mul, abs_neg]
  have := mul_le_mul_of_nonneg_right hd.le (abs_nonneg s)
  linarith
```

The last example has $p=E^2$, $q=E$ and $a=0$, so $q(a)=0$. Factoring $E(E+s)$ gives the nodes $0$ and $-s$, which are distinct for either sign of $s\ne0$. Hence $q(a)>0$ can't be weakened to $q(a)\ge0$ in the counting theorem.

```lean
/-- For `p = E²` and `q = E`, a perturbation that vanishes at the double node, the nodes in a window
around `0` of half-width `δ > |s|` are exactly `0` and `-s`, whatever the sign of `s`. -/
theorem vanishing_perturbation_nodes {s δ : ℝ} (hs : |s| < δ) :
    nodes (X ^ 2) X 0 δ s = {0, -s} := by
  ext E
  simp only [nodes, Set.mem_ofPred_eq, eval_pow, eval_X, sub_zero, Set.mem_insert_iff,
    Set.mem_singleton_iff]
  constructor
  · rintro ⟨_, h⟩
    have h' : E * (E + s) = 0 := by linear_combination h
    rcases mul_eq_zero.1 h' with h0 | h0
    · exact Or.inl h0
    · exact Or.inr (by linarith)
  · rintro (h | h)
    · rw [h]
      exact ⟨by rw [abs_zero]; exact (abs_nonneg s).trans_lt hs, by ring⟩
    · rw [h]
      exact ⟨by rwa [abs_neg], by ring⟩

end

end DoubleTransmissionNode
```

```lean
#print axioms DoubleTransmissionNode.transmission_lifts_or_splits
#print axioms DoubleTransmissionNode.splitting_law
#print axioms DoubleTransmissionNode.vanishing_perturbation_nodes
```

```
'DoubleTransmissionNode.transmission_lifts_or_splits' depends on axioms: [propext, Classical.choice, Quot.sound]
'DoubleTransmissionNode.splitting_law' depends on axioms: [propext, Classical.choice, Quot.sound]
'DoubleTransmissionNode.vanishing_perturbation_nodes' depends on axioms: [propext, Classical.choice, Quot.sound]
```
